# The Müller ansatz for 0 < q < π: a logarithmic total weight and a mean energy above the lower edge

To compare the shape of a constant-$q$ neutron cut with the Müller line shape, one can normalise the line shape by its integral over energy. Sampling it on a uniform energy grid does this badly, because the weight diverges at the lower edge. The integral has a closed form, and so does the first moment needed for the mean energy.

```lean
import Mathlib

open MeasureTheory Set Filter Topology
open scoped Real

namespace MullerAnsatz

noncomputable section
```

## The continuum and its weight

The setting is the spin-1/2 Heisenberg antiferromagnetic chain at zero temperature, with Hamiltonian $\sum_j\mathbf S_j\cdot\mathbf S_{j+1}$, so that the exchange constant is one and each bond is counted once; the lattice spacing and $\hbar$ are also set to one. Its two-spinon continuum at wave number $q$, with $0<q\le\pi$, starts at the des Cloizeaux-Pearson edge $\omega_1=\frac{\pi}{2}\sin q$,

```lean
/-- The des Cloizeaux-Pearson lower edge `(π/2) sin q` of the two-spinon continuum, for `0 ≤ q ≤ π`.
-/
def lowerEdge (q : ℝ) : ℝ := π / 2 * Real.sin q
```

and ends at $\omega_2=\pi\sin(q/2)$.

```lean
/-- The upper edge `π sin (q/2)` of the two-spinon continuum, for `0 ≤ q ≤ 2π`. -/
def upperEdge (q : ℝ) : ℝ := π * Real.sin (q / 2)
```

The ansatz postulates the intensity between these edges as $1/\sqrt{\omega^2-\omega_1^2}$, up to a constant factor. It is an approximate form of the dynamical structure factor, and neither it nor the edges are derived here from the spin Hamiltonian.

```lean
/-- The Müller weight at wave number `q` and energy `w`, up to a constant factor; the formula
represents the ansatz only for `0 ≤ lowerEdge q < w ≤ upperEdge q`. -/
def weight (q w : ℝ) : ℝ := 1 / √(w ^ 2 - lowerEdge q ^ 2)
```

The total weight is $W=\int_{\omega_1}^{\omega_2}d\omega/\sqrt{\omega^2-\omega_1^2}$. In Lean, `w` is the energy $\omega$.

```lean
/-- The weight integrated over the continuum, for `0 < q < π`. -/
def totalWeight (q : ℝ) : ℝ := ∫ w in lowerEdge q..upperEdge q, weight q w
```

The first moment $M$ carries an extra factor $\omega$ in the integrand,

```lean
/-- The first energy moment of the weight over the continuum, for `0 < q < π`. -/
def firstMoment (q : ℝ) : ℝ := ∫ w in lowerEdge q..upperEdge q, w * weight q w
```

and the mean energy is $M/W$, in which any constant prefactor cancels.

```lean
/-- The mean energy, first moment over total weight, for `0 < q < π`. -/
def meanEnergy (q : ℝ) : ℝ := firstMoment q / totalWeight q
```

## Integrating through the singular edge

Take general edges $0<a<b$ and write $R(\omega)=\sqrt{\omega^2-a^2}$. For $\omega>a$ the chain rule gives $R'=2\omega/(2R)=\omega/R$.

```lean
/-- Above a threshold `a > 0` the root `√(w² - a²)` has slope `w / √(w² - a²)`. -/
theorem hasDerivAt_root {a w : ℝ} (ha : 0 < a) (hw : a < w) :
    HasDerivAt (fun w : ℝ => √(w ^ 2 - a ^ 2)) (w / √(w ^ 2 - a ^ 2)) w := by
  have hr : 0 < w ^ 2 - a ^ 2 := by nlinarith
  have h : HasDerivAt (fun w : ℝ => w ^ 2 - a ^ 2) (2 * w) w := by
    simpa using (hasDerivAt_pow 2 w).sub_const (a ^ 2)
  exact (h.sqrt hr.ne').congr_deriv (mul_div_mul_left _ _ two_ne_zero)
```

Hence

$$\frac{d}{d\omega}\ln(\omega+R)=\frac{1+\omega/R}{\omega+R}=\frac1R .$$

The antiderivative is continuous on all of $[a,b]$, including the singular edge, and its derivative is nonnegative inside. Its finite increase therefore bounds the area under $1/R$, which makes $1/R$ integrable. Since $R(a)=0$, the integral is

$$\ln(b+R(b))-\ln a=\ln\frac{b+R(b)}{a}.$$

The theorem states integrability together with the value. In the proof, `hc` is the continuity, `hd` the derivative and `hi` the integrability; the fundamental theorem of calculus then gives the value.

```lean
/-- For edges `0 < a < b` the inverse-root singularity at `a` is integrable, and the
integral up to `b` is a logarithm. -/
theorem integral_threshold {a b : ℝ} (ha : 0 < a) (hab : a < b) :
    IntervalIntegrable (fun w => 1 / √(w ^ 2 - a ^ 2)) volume a b ∧
    ∫ w in a..b, 1 / √(w ^ 2 - a ^ 2) = Real.log ((b + √(b ^ 2 - a ^ 2)) / a) := by
  have hpos : ∀ w, a ≤ w → w + √(w ^ 2 - a ^ 2) ≠ 0 := fun w hw =>
    (add_pos_of_pos_of_nonneg (ha.trans_le hw) (Real.sqrt_nonneg _)).ne'
  -- the antiderivative is continuous up to the singular edge
  have hc : ContinuousOn (fun w => Real.log (w + √(w ^ 2 - a ^ 2))) (Icc a b) :=
    ContinuousOn.log (by fun_prop) (fun w hw => hpos w hw.1)
  have hd : ∀ w ∈ Ioo a b, HasDerivAt (fun w => Real.log (w + √(w ^ 2 - a ^ 2)))
      (1 / √(w ^ 2 - a ^ 2)) w := by
    intro w hw
    have hs : 0 < √(w ^ 2 - a ^ 2) := Real.sqrt_pos.mpr (by nlinarith [hw.1])
    have e : (1 + w / √(w ^ 2 - a ^ 2)) / (w + √(w ^ 2 - a ^ 2))
        = 1 / √(w ^ 2 - a ^ 2) := by
      rw [div_eq_div_iff (hpos w hw.1.le) hs.ne', add_mul, div_mul_cancel₀ _ hs.ne']
      ring
    exact (((hasDerivAt_id' w).fun_add (hasDerivAt_root ha hw.1)).log
      (hpos w hw.1.le)).congr_deriv e
  have hi : IntervalIntegrable (fun w => 1 / √(w ^ 2 - a ^ 2)) volume a b :=
    (intervalIntegrable_iff_integrableOn_Ioc_of_le hab.le).2
      (intervalIntegral.integrableOn_deriv_of_nonneg hc hd (fun w _ => by positivity))
  refine ⟨hi, ?_⟩
  rw [intervalIntegral.integral_eq_sub_of_hasDerivAt_of_le hab.le hc hd hi,
    Real.log_div (hpos b hab.le) ha.ne']
  simp only [sub_self, Real.sqrt_zero, add_zero]
```

In code, this antiderivative can replace point sampling: an energy bin $[u,v]$ inside the continuum receives the weight $\ln(v+R(v))-\ln(u+R(u))$ with $a=\omega_1$, which stays finite for the bin that touches the edge.

For the first moment the integrand is $\omega/R=R'$, so the same argument gives $R(b)-R(a)=\sqrt{b^2-a^2}$.

```lean
/-- For edges `0 < a < b` the first moment of the inverse-root weight exists and equals
`√(b² - a²)`. -/
theorem moment_threshold {a b : ℝ} (ha : 0 < a) (hab : a < b) :
    IntervalIntegrable (fun w => w * (1 / √(w ^ 2 - a ^ 2))) volume a b ∧
    ∫ w in a..b, w * (1 / √(w ^ 2 - a ^ 2)) = √(b ^ 2 - a ^ 2) := by
  have hc : ContinuousOn (fun w : ℝ => √(w ^ 2 - a ^ 2)) (Icc a b) := by fun_prop
  have hd : ∀ w ∈ Ioo a b, HasDerivAt (fun w : ℝ => √(w ^ 2 - a ^ 2))
      (w * (1 / √(w ^ 2 - a ^ 2))) w := fun w hw =>
    (hasDerivAt_root ha hw.1).congr_deriv (mul_one_div _ _).symm
  have hi : IntervalIntegrable (fun w => w * (1 / √(w ^ 2 - a ^ 2))) volume a b :=
    (intervalIntegrable_iff_integrableOn_Ioc_of_le hab.le).2
      (intervalIntegral.integrableOn_deriv_of_nonneg hc hd (fun w hw =>
        mul_nonneg (ha.trans hw.1).le (by positivity)))
  refine ⟨hi, ?_⟩
  rw [intervalIntegral.integral_eq_sub_of_hasDerivAt_of_le hab.le hc hd hi]
  simp only [sub_self, Real.sqrt_zero, sub_zero]
```

## A bound on the logarithm

Let $r=\sqrt{b^2-a^2}$ and $L=\ln((b+r)/a)$. Since $b+r>a$, $L>0$. From $(b+r)(b-r)=a^2$ we get $e^{-L}=(b-r)/a$, so

$$\sinh L=\frac12\left(\frac{b+r}{a}-\frac{b-r}{a}\right)=\frac ra .$$

The inequality $x<\sinh x$ for $x>0$ now yields $L<r/a$.

```lean
/-- If `0 < a < b`, `r > 0` and `r² = b² - a²`, then `ln ((b + r)/a)` is positive and
strictly less than `r/a`. -/
theorem log_bounds {a b r : ℝ} (ha : 0 < a) (hab : a < b) (hr : 0 < r)
    (hr2 : r ^ 2 = b ^ 2 - a ^ 2) :
    0 < Real.log ((b + r) / a) ∧ Real.log ((b + r) / a) < r / a := by
  have hb : 0 < b := ha.trans hab
  have hL : 0 < Real.log ((b + r) / a) :=
    Real.log_pos (by rw [one_lt_div ha]; linarith)
  have hinv : ((b + r) / a)⁻¹ = (b - r) / a := by
    rw [inv_div, div_eq_div_iff (by positivity) ha.ne']
    linear_combination hr2
  -- `x < sinh x` at `x = ln ((b + r)/a)`
  have h := Real.self_lt_sinh_iff.2 hL
  rw [Real.sinh_log (by positivity), hinv] at h
  refine ⟨hL, ?_⟩
  calc _ < _ := h
    _ = r / a := by ring
```

## Closed forms at wave number q

Write $s=\sin(q/2)$ and $c=\cos(q/2)$. For $0<q<\pi$ both lie strictly between 0 and 1. The double-angle formula gives $\omega_1=\pi sc$, while $\omega_2=\pi s$, so $0<\omega_1<\omega_2$. Moreover

$$\omega_2^2-\omega_1^2=\pi^2s^2(1-c^2)=(\pi s^2)^2 .$$

```lean
/-- For `0 < q < π` the continuum is open: `0 < ω₁ < ω₂`, and `√(ω₂² - ω₁²) = π sin² (q/2)`. -/
theorem edges {q : ℝ} (h0 : 0 < q) (h1 : q < π) :
    0 < lowerEdge q ∧ lowerEdge q < upperEdge q ∧
    √(upperEdge q ^ 2 - lowerEdge q ^ 2) = π * Real.sin (q / 2) ^ 2 := by
  have hs : 0 < Real.sin (q / 2) := Real.sin_pos_of_pos_of_lt_pi (by linarith) (by linarith)
  have hsc := Real.sin_sq_add_cos_sq (q / 2)
  have hc1 : Real.cos (q / 2) < 1 := by nlinarith [pow_pos hs 2]
  have h2 := Real.sin_two_mul (q / 2)
  rw [show 2 * (q / 2) = q by ring] at h2
  refine ⟨mul_pos (by positivity) (Real.sin_pos_of_pos_of_lt_pi h0 h1), ?_, ?_⟩
  · unfold lowerEdge upperEdge
    rw [h2]
    nlinarith [mul_pos (mul_pos Real.pi_pos hs) (sub_pos.2 hc1)]
  · have e : upperEdge q ^ 2 - lowerEdge q ^ 2 = (π * Real.sin (q / 2) ^ 2) ^ 2 := by
      unfold lowerEdge upperEdge
      rw [h2]
      linear_combination (-(π ^ 2 * Real.sin (q / 2) ^ 2)) * hsc
    rw [e, Real.sqrt_sq (by positivity)]
```

Setting $a=\omega_1$ and $b=\omega_2$ in the two integrals gives

$$W=\ln\frac{\pi s+\pi s^2}{\pi sc}=\ln\frac{1+s}{c},\qquad M=\pi s^2 .$$

```lean
/-- For `0 < q < π` the total weight is `ln ((1 + sin (q/2)) / cos (q/2))` and the first
moment is `π sin² (q/2)`. -/
theorem moments {q : ℝ} (h0 : 0 < q) (h1 : q < π) :
    totalWeight q = Real.log ((1 + Real.sin (q / 2)) / Real.cos (q / 2)) ∧
    firstMoment q = π * Real.sin (q / 2) ^ 2 := by
  obtain ⟨ha, hab, hr⟩ := edges h0 h1
  have hc : 0 < Real.cos (q / 2) := Real.cos_pos_of_mem_Ioo ⟨by linarith, by linarith⟩
  have h2 := Real.sin_two_mul (q / 2)
  rw [show 2 * (q / 2) = q by ring] at h2
  constructor
  · have h : totalWeight q = _ := (integral_threshold ha hab).2
    rw [h, hr]
    congr 1
    rw [div_eq_div_iff ha.ne' hc.ne']
    unfold lowerEdge upperEdge
    rw [h2]
    ring
  · have h : firstMoment q = _ := (moment_threshold ha hab).2
    rw [h, hr]
```

At $q=\pi/2$, for example, $W=\ln(1+\sqrt2)\approx0.881$ and $M=\pi/2$. The mean energy is then about $1.782$, between the edges $1.571$ and $2.221$; these numbers make a quick check on an implementation.

## The mean energy exceeds the edge

With $r=\pi s^2$, the moments are $M=r$ and $W=L$. The bound $L<r/\omega_1$ rearranges to $\omega_1W<M$, and dividing by $W>0$ gives $\omega_1<M/W$. This is what one expects of a positive weight lying above $\omega_1$. A fit that identifies the mean energy of the ansatz with its lower edge therefore places that edge too high.

```lean
/-- For `0 < q < π` the mean energy lies strictly above the des Cloizeaux-Pearson edge. -/
theorem lowerEdge_lt_meanEnergy {q : ℝ} (h0 : 0 < q) (h1 : q < π) :
    lowerEdge q < meanEnergy q := by
  obtain ⟨ha, hab, -⟩ := edges h0 h1
  have hd : 0 < upperEdge q ^ 2 - lowerEdge q ^ 2 := by nlinarith
  have hr := Real.sqrt_pos.mpr hd
  obtain ⟨hpos, hu⟩ := log_bounds ha hab hr (Real.sq_sqrt hd.le)
  have hW : totalWeight q = _ := (integral_threshold ha hab).2
  have hM : firstMoment q = _ := (moment_threshold ha hab).2
  rw [← hW] at hpos hu
  rw [lt_div_iff₀ ha] at hu
  unfold meanEnergy
  rw [hM, lt_div_iff₀ hpos]
  linarith
```

## Divergence at the zone boundary

As $q\to\pi$ from below, $c\to0$ through positive values. Since $1+s\ge1$,

$$W=\ln\frac{1+s}{c}\ \ge\ \ln\frac1c\ \to\ \infty .$$

In Lean, `𝓝[<] π` expresses the approach from below and `atTop` the growth beyond every bound. The proof carries out this comparison on $0<q<\pi$.

```lean
/-- As `q` tends to `π` from below, the total weight diverges to plus infinity. -/
theorem totalWeight_diverges : Tendsto totalWeight (𝓝[<] π) atTop := by
  have hmem : ∀ᶠ q in 𝓝[<] π, q ∈ Ioo 0 π := Ioo_mem_nhdsLT Real.pi_pos
  have hcos : ∀ q ∈ Ioo 0 π, 0 < Real.cos (q / 2) := fun q hq =>
    Real.cos_pos_of_mem_Ioo ⟨by linarith [hq.1, Real.pi_pos], by linarith [hq.2]⟩
  have hc0 : Tendsto (fun q : ℝ => Real.cos (q / 2)) (𝓝 π) (𝓝 0) := by
    have h : Continuous (fun q : ℝ => Real.cos (q / 2)) := by fun_prop
    simpa using h.tendsto π
  have hc : Tendsto (fun q : ℝ => Real.cos (q / 2)) (𝓝[<] π) (𝓝[>] 0) :=
    tendsto_nhdsWithin_iff.2 ⟨hc0.mono_left nhdsWithin_le_nhds, hmem.mono hcos⟩
  -- the total weight dominates `ln (1 / cos (q/2))`
  refine tendsto_atTop_mono' _ ?_
    (Real.tendsto_log_atTop.comp (tendsto_inv_nhdsGT_zero.comp hc))
  filter_upwards [hmem] with q hq
  have hp := hcos q hq
  have hs : 0 < Real.sin (q / 2) :=
    Real.sin_pos_of_pos_of_lt_pi (by linarith [hq.1]) (by linarith [hq.1, hq.2])
  rw [(moments hq.1 hq.2).1]
  refine Real.log_le_log (inv_pos.2 hp) ?_
  show (Real.cos (q / 2))⁻¹ ≤ (1 + Real.sin (q / 2)) / Real.cos (q / 2)
  rw [inv_eq_one_div]
  gcongr
  linarith

end

end MullerAnsatz
```

A momentum grid that contains $q=\pi$ needs separate treatment there: the lower edge is zero, the weight becomes $1/\omega$, and a numerical total reflects the low-energy cutoff.

```lean
#print axioms MullerAnsatz.lowerEdge_lt_meanEnergy
-- 'MullerAnsatz.lowerEdge_lt_meanEnergy' depends on axioms: [propext, Classical.choice, Quot.sound]
#print axioms MullerAnsatz.totalWeight_diverges
-- 'MullerAnsatz.totalWeight_diverges' depends on axioms: [propext, Classical.choice, Quot.sound]
```
